# A large enough projector penalty confines every ground state to the chosen symmetry sector

## How strong must the penalty be?

I want the lowest triplet of a molecule whose overall ground state is a singlet. I minimise the energy of \(H+\lambda(1-P)\), where \(P\) projects onto the triplet states and commutes with \(H\). I have a triplet trial state, but I don't know the exact triplet energy. Can I choose \(\lambda\) in advance so that no minimiser, even a degenerate one, contains any singlet?

## Above the trial energy minus a lower bound on \(H\)

The choice to make first is what "ground state" means: here it is any unit vector whose energy is minimal among all unit vectors. Degenerate minimisers are therefore all included, and no eigenvalue equation is assumed.

With that meaning, yes. Let \(m\) be a lower bound on \(H\), and let \(v\) be your trial state, a unit vector with \(Pv=v\) and energy \(E\). Any \(\lambda>E-m\) suffices. The difference \(E-m\) caps the energy that could be gained by leaving the sector for a state below \(v\).

Write \(\mathcal E_A(x)=\mathrm{Re}\langle x,Ax\rangle\), \(H_\lambda=H+\lambda(1-P)\), \(p=Px\) and \(q=x-Px\), so that \(Pq=0\). The cross terms vanish:

\[
\langle p,Hq\rangle=\langle x,HPq\rangle=0,\qquad
\langle q,Hp\rangle=\langle Pq,Hx\rangle=0,\qquad
\langle p,q\rangle=\langle x,Pq\rangle=0 .
\]

Since \((1-P)x=q\), this leaves

\[
\mathcal E_{H_\lambda}(x)=\mathcal E_H(p)+\mathcal E_H(q)+\lambda\|q\|^2 .
\]

Now let \(\|x\|=1\), so \(\|p\|^2=1-\|q\|^2\), and let \(e_0\) be a lower bound on \(H\) within the sector. Then \(\mathcal E_H(p)\ge e_0(1-\|q\|^2)\) and \(\mathcal E_H(q)\ge m\|q\|^2\), which gives the leakage bound

\[
(\lambda+m-e_0)\,\|q\|^2\le \mathcal E_{H_\lambda}(x)-e_0 .
\]

Suppose \(u\) is a ground state of \(H_\lambda\), and take \(e_0=\mathcal E_{H_\lambda}(u)\). This is a valid sector bound, because the penalty vanishes on the sector. Setting \(x=u\) makes the right side zero. Comparison with \(v\) gives \(e_0\le E<\lambda+m\), so the prefactor is positive, \(q=0\) and \(Pu=u\).

Conversely, let \(u\) be a unit vector of lowest energy in the sector, and take \(e_0=\mathcal E_H(u)\le E\). The left side is then nonnegative for every unit \(x\), so \(\mathcal E_{H_\lambda}(x)\ge e_0=\mathcal E_{H_\lambda}(u)\), and \(u\) is a ground state of \(H_\lambda\).

Here is the Lean version:

```lean
import Mathlib

namespace SymmetryPenalty

noncomputable section

variable {V : Type*} [NormedAddCommGroup V] [InnerProductSpace ℂ V]

/-- The energy of the vector `x` under the operator `A`: the real part of `⟨x, A x⟩`. -/
def energy (A : Module.End ℂ V) (x : V) : ℝ := (inner ℂ x (A x)).re

/-- The penalised Hamiltonian `H + lam (1 - P)`. -/
def penalized (H P : Module.End ℂ V) (lam : ℝ) : Module.End ℂ V :=
  H + (lam : ℂ) • (1 - P)

/-- A ground state is a unit vector whose energy is minimal among all unit vectors. -/
def IsGroundState (A : Module.End ℂ V) (u : V) : Prop :=
  ‖u‖ = 1 ∧ ∀ w, ‖w‖ = 1 → energy A u ≤ energy A w

/-- If the orthogonal projection `P` commutes with `H`, the penalised energy is the sum of the
energies of the two symmetry components and `lam` times the weight outside the sector. -/
theorem energy_split {H P : Module.End ℂ V} (hP : LinearMap.IsSymmetric P)
    (hPP : P * P = P) (hHP : Commute H P) (lam : ℝ) (x : V) :
    energy (penalized H P lam) x =
      energy H (P x) + energy H (x - P x) + lam * ‖x - P x‖ ^ 2 := by
  have hpp : P (P x) = P x := LinearMap.congr_fun hPP x
  have hc : ∀ y, H (P y) = P (H y) := fun y => LinearMap.congr_fun hHP.eq y
  obtain ⟨q, hq⟩ : ∃ q, q = x - P x := ⟨_, rfl⟩
  have hPq : P q = 0 := by rw [hq, map_sub, hpp, sub_self]
  -- the cross terms vanish by symmetry
  have h1 : inner ℂ (P x) (H q) = 0 := by
    rw [hP x (H q), ← hc, hPq, map_zero, inner_zero_right]
  have h2 : inner ℂ q (H (P x)) = 0 := by
    rw [hc, ← hP q (H x), hPq, inner_zero_left]
  have h3 : inner ℂ (P x) q = 0 := by
    rw [hP x q, hPq, inner_zero_right]
  have hn : (inner ℂ q q).re = ‖q‖ ^ 2 := inner_self_eq_norm_sq (𝕜 := ℂ) q
  have hx : x = P x + q := by rw [hq]; abel
  have hA : penalized H P lam x = H (P x) + H q + (lam : ℂ) • q := by
    rw [← map_add, ← hx, hq]
    rfl
  have key : inner ℂ x (penalized H P lam x) =
      inner ℂ (P x) (H (P x)) + inner ℂ q (H q) + (lam : ℂ) * inner ℂ q q := by
    rw [hA]
    calc inner ℂ x (H (P x) + H q + (lam : ℂ) • q)
        = inner ℂ (P x + q) (H (P x) + H q + (lam : ℂ) • q) := by rw [← hx]
      _ = _ := by
        simp only [inner_add_left, inner_add_right, inner_smul_right, h1, h2, h3]
        ring
  rw [← hq]
  unfold energy
  rw [key, Complex.add_re, Complex.add_re, Complex.re_ofReal_mul, hn]

/-- If `e` bounds the energy of every normalised real multiple of `x` from below, then the
energy of `x` itself is at least `e ‖x‖²`. -/
theorem energy_ge_of_unit (A : Module.End ℂ V) (x : V) (e : ℝ)
    (h : ∀ r : ℝ, ‖(r : ℂ) • x‖ = 1 → e ≤ energy A ((r : ℂ) • x)) :
    e * ‖x‖ ^ 2 ≤ energy A x := by
  by_cases hx : x = 0
  · simp [hx, energy]
  have hn : ‖x‖ ≠ 0 := norm_ne_zero_iff.mpr hx
  have h1 := h ‖x‖⁻¹ (by
    rw [norm_smul, Complex.norm_real, norm_inv, norm_norm, inv_mul_cancel₀ hn])
  have h2 : energy A (((‖x‖⁻¹ : ℝ) : ℂ) • x) = ‖x‖⁻¹ ^ 2 * energy A x := by
    simp only [energy, map_smul, inner_smul_left, inner_smul_right, Complex.conj_ofReal,
      Complex.re_ofReal_mul]
    ring
  rw [h2] at h1
  calc e * ‖x‖ ^ 2 ≤ (‖x‖⁻¹ ^ 2 * energy A x) * ‖x‖ ^ 2 :=
        mul_le_mul_of_nonneg_right h1 (by positivity)
    _ = energy A x := by field_simp

/-- Leakage bound: let the orthogonal projection `P` commute with `H`, let `m` bound the energy
of `H` from below, and let `e0` bound it in the sector. For a unit vector `u`, the weight outside
the sector times `lam + m - e0` is at most the excess of the penalised energy over `e0`. -/
theorem leakage_bound {H P : Module.End ℂ V} (hP : LinearMap.IsSymmetric P)
    (hPP : P * P = P) (hHP : Commute H P) {m e0 : ℝ} (lam : ℝ)
    (hm : ∀ w, m * ‖w‖ ^ 2 ≤ energy H w)
    (he : ∀ w, P w = w → e0 * ‖w‖ ^ 2 ≤ energy H w) {u : V} (hu : ‖u‖ = 1) :
    (lam + m - e0) * ‖u - P u‖ ^ 2 ≤ energy (penalized H P lam) u - e0 := by
  have hpp : P (P u) = P u := LinearMap.congr_fun hPP u
  have h0 : inner ℂ (P u) (u - P u) = 0 := by
    rw [hP u (u - P u), map_sub, hpp, sub_self, inner_zero_right]
  -- the weights of the two components add up to one
  have hn := norm_add_sq (𝕜 := ℂ) (P u) (u - P u)
  rw [add_sub_cancel, h0, map_zero, hu] at hn
  have ha : ‖P u‖ ^ 2 = 1 - ‖u - P u‖ ^ 2 := by linarith
  have hs := he (P u) hpp
  rw [ha] at hs
  have hq := hm (u - P u)
  rw [energy_split hP hPP hHP]
  linarith

/-- Symmetry penalty method: let the orthogonal projection `P` commute with `H`, let `m` bound
the energy of `H` from below, and let `v` be a unit vector of the sector. If `lam` exceeds the
energy of `v` minus `m`, the ground states of `H + lam (1 - P)` are exactly the unit vectors of
lowest `H`-energy within the sector. -/
theorem symmetry_penalty {H P : Module.End ℂ V} (hP : LinearMap.IsSymmetric P)
    (hPP : P * P = P) (hHP : Commute H P) {m lam : ℝ}
    (hm : ∀ w, m * ‖w‖ ^ 2 ≤ energy H w) {v : V} (hv : ‖v‖ = 1) (hPv : P v = v)
    (hlam : energy H v - m < lam) (u : V) :
    IsGroundState (penalized H P lam) u ↔
      ‖u‖ = 1 ∧ P u = u ∧ ∀ w, ‖w‖ = 1 → P w = w → energy H u ≤ energy H w := by
  -- the penalty is invisible inside the sector
  have hsec : ∀ w, P w = w → energy (penalized H P lam) w = energy H w := by
    intro w hw
    simp [energy, penalized, hw]
  constructor
  · rintro ⟨hu, hmin⟩
    have hl := leakage_bound hP hPP hHP lam hm (e0 := energy (penalized H P lam) u)
      (fun w hw => by
        rw [← hsec w hw]
        exact energy_ge_of_unit _ w _ (fun r hr => hmin _ hr)) hu
    -- the trial vector `v` makes the prefactor positive
    have hE := hmin v hv
    rw [hsec v hPv] at hE
    have hz : ‖u - P u‖ ^ 2 = 0 := by
      nlinarith [sq_nonneg ‖u - P u‖]
    have hPu : P u = u :=
      (sub_eq_zero.mp (norm_eq_zero.mp ((pow_eq_zero_iff two_ne_zero).mp hz))).symm
    refine ⟨hu, hPu, fun w hw hPw => ?_⟩
    rw [← hsec u hPu, ← hsec w hPw]
    exact hmin w hw
  · rintro ⟨hu, hPu, hmin⟩
    refine ⟨hu, fun x hx => ?_⟩
    have hl := leakage_bound hP hPP hHP lam hm (e0 := energy H u)
      (fun w hw => energy_ge_of_unit H w _
        (fun r hr => hmin _ hr (by rw [map_smul, hw]))) hx
    have hE := hmin v hv hPv
    have hpos : 0 ≤ (lam + m - energy H u) * ‖x - P x‖ ^ 2 :=
      mul_nonneg (by linarith) (sq_nonneg _)
    rw [hsec u hPu]
    linarith

/-- The projection of a two-level system onto its first basis state. -/
def upProj : Module.End ℂ (EuclideanSpace ℂ (Fin 2)) where
  toFun x := !₂[x 0, 0]
  map_add' x y := by ext i; fin_cases i <;> simp
  map_smul' c x := by ext i; fin_cases i <;> simp

/-- The two-level system with `H = P = upProj`, `m = 0` and the first basis state as `v`, of
energy 1, meets the hypotheses on `H`, `P`, `m` and `v` of the symmetry penalty method. -/
theorem symmetry_penalty_witness :
    LinearMap.IsSymmetric upProj ∧ upProj * upProj = upProj ∧ Commute upProj upProj ∧
      (∀ w, 0 * ‖w‖ ^ 2 ≤ energy upProj w) ∧
      ‖(!₂[1, 0] : EuclideanSpace ℂ (Fin 2))‖ = 1 ∧
      upProj !₂[1, 0] = !₂[1, 0] ∧ energy upProj !₂[1, 0] = 1 := by
  have hS : LinearMap.IsSymmetric upProj := by
    intro x y
    simp [upProj, PiLp.inner_apply, Fin.sum_univ_two]
  have hI : ∀ x, upProj (upProj x) = upProj x := by
    intro x
    ext i
    fin_cases i <;> simp [upProj]
  have hE : ∀ w, energy upProj w = ‖upProj w‖ ^ 2 := by
    intro w
    have h1 := hS w (upProj w)
    rw [hI] at h1
    have h2 : (inner ℂ (upProj w) (upProj w)).re = ‖upProj w‖ ^ 2 :=
      inner_self_eq_norm_sq (𝕜 := ℂ) (upProj w)
    rw [← h2, h1]
    rfl
  have hn : ‖(!₂[1, 0] : EuclideanSpace ℂ (Fin 2))‖ = 1 := by
    simp [EuclideanSpace.norm_eq, Fin.sum_univ_two]
  have hv : upProj !₂[1, 0] = !₂[1, 0] := by
    ext i
    fin_cases i <;> simp [upProj]
  refine ⟨hS, LinearMap.ext hI, Commute.refl _, fun w => ?_, hn, hv, ?_⟩
  · rw [hE, zero_mul]
    positivity
  · rw [hE, hv, hn, one_pow]

/-- For the two-level system with `H = P = upProj` and penalty strength 1, the second basis
state is a ground state of the penalised Hamiltonian although `P` annihilates it. -/
theorem penalty_threshold_sharp :
    IsGroundState (penalized upProj upProj 1) !₂[0, 1] ∧ upProj !₂[0, 1] = 0 := by
  have hp : penalized upProj upProj 1 = 1 := by simp [penalized]
  have h1 : ∀ x : EuclideanSpace ℂ (Fin 2),
      energy (1 : Module.End ℂ (EuclideanSpace ℂ (Fin 2))) x = ‖x‖ ^ 2 :=
    fun x => inner_self_eq_norm_sq (𝕜 := ℂ) x
  have hn : ‖(!₂[0, 1] : EuclideanSpace ℂ (Fin 2))‖ = 1 := by
    simp [EuclideanSpace.norm_eq, Fin.sum_univ_two]
  refine ⟨⟨hn, fun w hw => ?_⟩, ?_⟩
  · rw [hp, h1, h1, hn, hw]
  · ext i
    fin_cases i <;> simp [upProj]

end

end SymmetryPenalty
```

```lean
#print axioms SymmetryPenalty.symmetry_penalty
#print axioms SymmetryPenalty.penalty_threshold_sharp
```

```
'SymmetryPenalty.symmetry_penalty' depends on axioms: [propext, Classical.choice, Quot.sound]
'SymmetryPenalty.penalty_threshold_sharp' depends on axioms: [propext, Classical.choice, Quot.sound]
```

In `symmetry_penalty`, `V` is a complex inner-product space and operators are linear maps defined on all of it. `hP` and `hPP` make `P` an orthogonal projection, `hHP` is the symmetry, and `hm` says \(H\ge m\). `lam` is \(\lambda\), and \(E\) appears as `energy H v`. The conclusion is an equivalence: the ground states of `penalized H P lam` are exactly the unit vectors of lowest `H`-energy in the sector.

Two conventions differ from textbook use. `energy` is not divided by \(\|x\|^2\), so it is the usual expectation value only for unit vectors. `H` need not be Hermitian, since only the real part enters; for your Hamiltonian this changes nothing. Finite dimension isn't required either, but the theorem does not say that a ground state exists, and unbounded Hamiltonians with restricted domains don't fit the model. That excludes the molecular Hamiltonian in continuous space, but not its matrix in a finite basis.

The proof follows the derivation above. `energy_split` removes the cross terms in `h1`, `h2` and `h3`. `energy_ge_of_unit` rescales by \(1/\|x\|\), turning a bound on unit vectors into \(e\|x\|^2\le\mathcal E_A(x)\), with the zero vector treated separately. `leakage_bound` combines the sector bounds by `linarith`. In the main theorem, `hsec` says that the penalty vanishes in the sector, `nlinarith` forces the leakage of a minimiser to zero, and the converse ends with `linarith`.

The strict inequality matters. `symmetry_penalty_witness` checks a two-level example with \(H=P=\mathrm{diag}(1,0)\), \(m=0\) and \(E=1\). At \(\lambda=1\) the penalised operator is the identity, and `penalty_threshold_sharp` exhibits a ground state that \(P\) annihilates. So \(\lambda\ge E-m\) is not enough.

For variational electronic-structure work, this gives a safe penalty strength when the penalty is built from the exact sector projector and the symmetry is exact. Two things are left to you. One is \(m\): it has to be a true lower bound, and a variational singlet energy is not one in general, because it lies at or above the exact minimum. The other is the ansatz: the theorem minimises over all unit vectors, whereas a calculation searches a restricted family. The leakage bound still applies to the unit vector it returns, with \(e_0\) any true lower bound on \(H\) within the sector. The trial energy \(E\) is not one in general, but \(m\) always is. If \(\lambda+m>e_0\), the weight outside the sector is at most the penalised energy minus \(e_0\), divided by \(\lambda+m-e_0\). This is informative only if the penalised energy is below \(\lambda+m\).
